# Every proper rotation of three real orbitals is exp(K) with a rotation vector of length at most π

Every real orthogonal $3\times3$ matrix $R$ with $\det R=1$ equals $\exp(K)$ for a real antisymmetric $K$ whose rotation vector is no longer than $\pi$. For three real orthonormal orbitals, this means that a bounded ball of parameters reaches every proper rotation. I know the picture of an axis and an angle, but I would like to see the claim made rigorous and machine-checked, including whether $\pi$ could be replaced by something smaller.

## An axis and an angle between −π and π

The claim holds, and $\pi$ is the smallest possible radius. Number the components 0, 1, 2. For $v\in\mathbb R^3$ let $K(v)$ be the antisymmetric matrix with $K(v)x=v\times x$, and let $|v|$ be the Euclidean length.

**The exponential.** Let $|u|=1$ and $K=K(u)$. Then $K^2=uu^T-1$, and $Ku=0$ gives $K^3=-K$. Put $G(t)=1-\sin t\,K+(1-\cos t)K^2$. Since

$$KG=\cos t\,K-\sin t\,K^2=-G',$$

the derivative of $e^{tK}G(t)$ is $e^{tK}(KG+G')=0$, so $e^{tK}G(t)=1$ for all $t$. Moreover, $K^4=-K^2$ gives

$$(1-aK+bK^2)(1+aK+bK^2)=1+(2b-a^2-b^2)K^2.$$

For $a=\sin t$ and $b=1-\cos t$ the last bracket vanishes, which identifies the inverse of $G$ and yields the Rodrigues formula

$$e^{tK}=1+\sin t\,K+(1-\cos t)K^2.$$

**The axis.** From $R^TR=1$ we get $(R-1)^TR=-(R-1)$. Taking determinants in dimension three gives $\det(R-1)=-\det(R-1)$, hence zero. So there is a unit vector $u$ with $Ru=u$, and then also $R^Tu=u$.

**The form of R.** Keep $K=K(u)$ and write $\tau=\operatorname{tr}R$. The identity $R^TK(Ru)R=\det(R)\,K(u)$ becomes $R^TKR=K$, so $R^TK=KR^T$. A second identity, $R^TK(u)+K(u)R=\tau K(u)-K(Ru)$, becomes $R^TK+KR=(\tau-1)K$. Multiplying it by $K$ from the left gives

$$K^2R^T+K^2R=(\tau-1)K^2.$$

Because $K^2+1=uu^T$ is unchanged by right multiplication with $R$ or $R^T$, we also have $K^2R+R=K^2+1$ and $K^2R^T+R^T=K^2+1$. Adding these two and subtracting the previous equation,

$$R+R^T=2+(3-\tau)K^2.$$

The antisymmetric matrix $R-R^T=K(a)$ annihilates $u$, so $a\times u=0$ and $a=ku$. With $c=(\tau-1)/2$ and $s=k/2$,

$$R=1+sK+(1-c)K^2.$$

The product formula turns $R^TR=1$ into $(1-c^2-s^2)K^2=0$. Since $\operatorname{tr}K^2=-2$, it follows that $c^2+s^2=1$.

**The angle.** Take $\theta=\arccos c$ if $s\ge0$ and $\theta=-\arccos c$ otherwise. Then $\cos\theta=c$, $\sin\theta=s$ and $|\theta|\le\pi$, so $v=\theta u$ satisfies $e^{K(v)}=R$ and $|v|\le\pi$.

**The radius.** The Rodrigues formula gives $\operatorname{tr}e^{K(v)}=1+2\cos|v|$. The half-turn $\operatorname{diag}(-1,-1,1)$ has trace $-1$, so $\cos|v|=-1$ and $|v|\ge\pi$.

## What the Lean theorems say

In `exists_bounded_generator`, `R` is a real matrix indexed by `Fin 3`, `hR` states orthogonality and `hdet` excludes reflections. The conclusion supplies a vector `v` with `rotationLength v ≤ Real.pi` and `NormedSpace.exp (generator v) = R`. Here `generator v` is $K(v)$, and `antisymmetric_iff` shows that these are exactly the antisymmetric matrices. The length is $|v|$, not the Frobenius norm of $K(v)$, which is $\sqrt2\,|v|$. `pi_le_length_of_half_turn` gives the lower bound.

The theorems concern rotations among three real orthonormal orbitals; complex orbitals and larger spaces are not treated. Nor is $v$ claimed to be unique: at length $\pi$, $v$ and $-v$ give the same rotation.

```lean
import Mathlib

open Matrix

namespace BoundedOrbitalRotation

noncomputable section

/-- The antisymmetric generator of orbital rotations with rotation vector `v`. -/
def generator (v : Fin 3 → ℝ) : Matrix (Fin 3) (Fin 3) ℝ :=
  !![0, -v 2, v 1; v 2, 0, -v 0; -v 1, v 0, 0]

/-- The Euclidean length of a rotation vector. -/
def rotationLength (v : Fin 3 → ℝ) : ℝ := √(v 0 ^ 2 + v 1 ^ 2 + v 2 ^ 2)

/-- A real 3 by 3 matrix is antisymmetric exactly when it is the generator of some
rotation vector. -/
theorem antisymmetric_iff (K : Matrix (Fin 3) (Fin 3) ℝ) :
    Kᵀ = -K ↔ ∃ v, K = generator v := by
  constructor
  · intro h
    have e : ∀ i j, K j i = -K i j := fun i j => congrFun (congrFun h i) j
    refine ⟨![K 2 1, K 0 2, K 1 0], ?_⟩
    ext i j
    fin_cases i <;> fin_cases j <;> simp [generator] <;>
      linarith [e 0 0, e 1 1, e 2 2, e 0 1, e 0 2, e 1 2]
  · rintro ⟨v, rfl⟩
    ext i j
    fin_cases i <;> fin_cases j <;> simp [generator]

/-- Scaling the rotation vector scales the generator. -/
theorem generator_smul (a : ℝ) (v : Fin 3 → ℝ) :
    generator (a • v) = a • generator v := by
  ext i j
  fin_cases i <;> fin_cases j <;> simp [generator]

/-- The generator of a unit rotation vector satisfies `K³ = -K`. -/
theorem generator_cube (u : Fin 3 → ℝ) (hu : u 0 ^ 2 + u 1 ^ 2 + u 2 ^ 2 = 1) :
    generator u * (generator u * generator u) = -generator u := by
  have h : generator u * (generator u * generator u) =
      -((u 0 ^ 2 + u 1 ^ 2 + u 2 ^ 2) • generator u) := by
    ext i j
    fin_cases i <;> fin_cases j <;>
      simp [generator, Matrix.mul_apply, Fin.sum_univ_three] <;> ring
  rwa [hu, one_smul] at h

/-- The product of two quadratic polynomials in a unit generator that differ in the sign
of the linear term. -/
theorem quadratic_product (u : Fin 3 → ℝ) (hu : u 0 ^ 2 + u 1 ^ 2 + u 2 ^ 2 = 1) (a b : ℝ) :
    (1 - a • generator u + b • (generator u * generator u)) *
      (1 + a • generator u + b • (generator u * generator u)) =
      1 + (2 * b - a ^ 2 - b ^ 2) • (generator u * generator u) := by
  have hK := generator_cube u hu
  generalize generator u = K at hK ⊢
  have h3 : K * K * K = -K := by rw [mul_assoc, hK]
  have h4 : K * K * (K * K) = -(K * K) := by rw [mul_assoc, hK, mul_neg]
  simp only [mul_add, add_mul, sub_mul, one_mul, mul_one, smul_mul_assoc,
    mul_smul_comm, hK, h3, h4]
  module

section

attribute [local instance] Matrix.linftyOpNormedRing Matrix.linftyOpNormedAlgebra

/-- Rodrigues formula: the exponential of `θ` times a unit generator is a quadratic
polynomial in that generator. -/
theorem rodrigues (u : Fin 3 → ℝ) (hu : u 0 ^ 2 + u 1 ^ 2 + u 2 ^ 2 = 1) (θ : ℝ) :
    NormedSpace.exp (θ • generator u) = 1 + Real.sin θ • generator u +
      (1 - Real.cos θ) • (generator u * generator u) := by
  have hK := generator_cube u hu
  have hinv := quadratic_product u hu (Real.sin θ) (1 - Real.cos θ)
  have h0 : 2 * (1 - Real.cos θ) - Real.sin θ ^ 2 - (1 - Real.cos θ) ^ 2 = 0 := by
    linear_combination -Real.sin_sq_add_cos_sq θ
  rw [h0, zero_smul, add_zero] at hinv
  generalize generator u = K at hK hinv ⊢
  -- the exponential times the inverse of the claimed formula does not depend on the angle
  have hd : ∀ t : ℝ, HasDerivAt (fun s : ℝ => NormedSpace.exp (s • K) *
      (1 - Real.sin s • K + (1 - Real.cos s) • (K * K))) 0 t := by
    intro t
    have hG := (((Real.hasDerivAt_sin t).smul_const K).const_sub 1).fun_add
      (((Real.hasDerivAt_cos t).const_sub 1).smul_const (K * K))
    refine ((hasDerivAt_exp_smul_const K t).fun_mul hG).congr_deriv ?_
    have h1 : K * (1 - Real.sin t • K + (1 - Real.cos t) • (K * K)) =
        Real.cos t • K - Real.sin t • (K * K) := by
      rw [mul_add, mul_sub, mul_one, mul_smul_comm, mul_smul_comm, hK]
      module
    have h2 : (Real.cos t • K - Real.sin t • (K * K)) +
        (-(Real.cos t • K) + (- -Real.sin t) • (K * K)) = 0 := by module
    rw [mul_assoc, h1, ← mul_add, h2, mul_zero]
  have hc := is_const_of_deriv_eq_zero (fun t => (hd t).differentiableAt)
    (fun t => (hd t).deriv) θ 0
  simp only [zero_smul, NormedSpace.exp_zero, Real.sin_zero, Real.cos_zero, sub_self,
    sub_zero, add_zero, mul_one] at hc
  calc NormedSpace.exp (θ • K) = NormedSpace.exp (θ • K) *
        ((1 - Real.sin θ • K + (1 - Real.cos θ) • (K * K)) *
          (1 + Real.sin θ • K + (1 - Real.cos θ) • (K * K))) := by rw [hinv, mul_one]
    _ = 1 + Real.sin θ • K + (1 - Real.cos θ) • (K * K) := by
        rw [← mul_assoc, hc, one_mul]

end

/-- Every rotation vector is its length times a unit vector. -/
theorem exists_unit_axis (v : Fin 3 → ℝ) :
    ∃ u : Fin 3 → ℝ, u 0 ^ 2 + u 1 ^ 2 + u 2 ^ 2 = 1 ∧ v = rotationLength v • u := by
  have hL : rotationLength v ^ 2 = v 0 ^ 2 + v 1 ^ 2 + v 2 ^ 2 :=
    Real.sq_sqrt (by positivity)
  by_cases h : rotationLength v = 0
  · refine ⟨![1, 0, 0], by simp, ?_⟩
    rw [h] at hL ⊢
    have hz : ∀ x : ℝ, x ^ 2 ≤ 0 → x = 0 := fun x hx =>
      pow_eq_zero_iff (two_ne_zero) |>.1 (le_antisymm hx (sq_nonneg x))
    have h0 := hz (v 0) (by linarith [sq_nonneg (v 1), sq_nonneg (v 2)])
    have h1 := hz (v 1) (by linarith [sq_nonneg (v 0), sq_nonneg (v 2)])
    have h2 := hz (v 2) (by linarith [sq_nonneg (v 0), sq_nonneg (v 1)])
    ext i
    fin_cases i <;> simp [h0, h1, h2]
  · refine ⟨(rotationLength v)⁻¹ • v, ?_, (smul_inv_smul₀ h v).symm⟩
    simp only [Pi.smul_apply, smul_eq_mul, mul_pow, ← mul_add]
    rw [← hL, ← mul_pow, inv_mul_cancel₀ h, one_pow]

/-- The trace of the orbital rotation generated by `v` is one plus twice the cosine of the
length of `v`. -/
theorem trace_exp_generator (v : Fin 3 → ℝ) :
    (NormedSpace.exp (generator v)).trace = 1 + 2 * Real.cos (rotationLength v) := by
  obtain ⟨u, hu, hv⟩ := exists_unit_axis v
  have hg : generator v = rotationLength v • generator u := by
    rw [← generator_smul, ← hv]
  have ht : ∀ a b : ℝ, (1 + a • generator u + b • (generator u * generator u)).trace =
      3 - 2 * b * (u 0 ^ 2 + u 1 ^ 2 + u 2 ^ 2) := by
    intro a b
    simp [Matrix.trace_fin_three, generator]
    ring
  rw [hg, rodrigues u hu, ht, hu]
  ring

/-- A proper rotation that fixes the unit vector `u` is a quadratic polynomial in the
generator of `u`, with coefficients given by a point `(c, s)` of the unit circle. -/
theorem axis_angle_form (R : Matrix (Fin 3) (Fin 3) ℝ) (hR : Rᵀ * R = 1) (hdet : R.det = 1)
    (u : Fin 3 → ℝ) (hu : u 0 ^ 2 + u 1 ^ 2 + u 2 ^ 2 = 1) (hRu : R *ᵥ u = u) :
    ∃ c s : ℝ, c ^ 2 + s ^ 2 = 1 ∧
      R = 1 + s • generator u + (1 - c) • (generator u * generator u) := by
  have hR' : R * Rᵀ = 1 := mul_eq_one_comm.1 hR
  have hTu : Rᵀ *ᵥ u = u := by
    calc Rᵀ *ᵥ u = Rᵀ *ᵥ (R *ᵥ u) := by rw [hRu]
      _ = u := by rw [Matrix.mulVec_mulVec, hR, Matrix.one_mulVec]
  -- rotations preserve the cross product, so `R` commutes with the generator of its axis
  have hconj : Rᵀ * generator (R *ᵥ u) * R = R.det • generator u := by
    ext i j
    fin_cases i <;> fin_cases j <;> simp [generator, Matrix.det_fin_three, Matrix.mulVec,
      dotProduct, Matrix.mul_apply, Fin.sum_univ_three] <;> ring
  rw [hRu, hdet, one_smul] at hconj
  have hcom : Rᵀ * generator u = generator u * Rᵀ := by
    calc Rᵀ * generator u = Rᵀ * generator u * (R * Rᵀ) := by rw [hR', mul_one]
      _ = Rᵀ * generator u * R * Rᵀ := by simp only [mul_assoc]
      _ = generator u * Rᵀ := by rw [hconj]
  have hpol : Rᵀ * generator u + generator u * R =
      R.trace • generator u - generator (R *ᵥ u) := by
    ext i j
    fin_cases i <;> fin_cases j <;> simp [generator, Matrix.trace_fin_three, Matrix.mulVec,
      Matrix.vecMul,
      dotProduct, Matrix.mul_apply, Fin.sum_univ_three] <;> ring
  rw [hRu] at hpol
  generalize R.trace = t at hpol
  have hP : generator u * generator u + (1 : Matrix (Fin 3) (Fin 3) ℝ) = vecMulVec u u := by
    have h : generator u * generator u + (u 0 ^ 2 + u 1 ^ 2 + u 2 ^ 2) •
        (1 : Matrix (Fin 3) (Fin 3) ℝ) = vecMulVec u u := by
      ext i j
      fin_cases i <;> fin_cases j <;> simp [generator, Matrix.vecMulVec_apply] <;> ring
    rwa [hu, one_smul] at h
  have e2 : (generator u * generator u + 1) * Rᵀ = generator u * generator u + 1 := by
    rw [hP]
    ext i j
    have h := congrFun hRu j
    simp only [Matrix.mulVec, dotProduct, Fin.sum_univ_three] at h
    simp only [Matrix.mul_apply, Matrix.vecMulVec_apply, Matrix.transpose_apply,
      Fin.sum_univ_three]
    linear_combination u i * h
  have e3 : (generator u * generator u + 1) * R = generator u * generator u + 1 := by
    calc _ = (generator u * generator u + 1) * Rᵀ * R := by rw [e2]
      _ = _ := by rw [mul_assoc, hR, mul_one]
  have e1 : generator u * generator u * Rᵀ + generator u * generator u * R =
      (t - 1) • (generator u * generator u) := by
    calc _ = generator u * (Rᵀ * generator u + generator u * R) := by
          rw [hcom]
          simp only [mul_add, mul_assoc]
      _ = _ := by
          rw [hpol, mul_sub, mul_smul_comm]
          module
  rw [add_mul, one_mul] at e2 e3
  -- the symmetric part of `R`
  have hsum : R + Rᵀ = (2 : ℝ) • (1 : Matrix (Fin 3) (Fin 3) ℝ) +
      (3 - t) • (generator u * generator u) := by
    linear_combination (norm := module) e2 + e3 - e1
  -- the antisymmetric part of `R` is parallel to the generator of the axis
  obtain ⟨a, ha⟩ := (antisymmetric_iff (R - Rᵀ)).1 (by simp)
  have hz : generator a *ᵥ u = 0 := by
    rw [← ha, Matrix.sub_mulVec, hRu, hTu, sub_self]
  have z0 : a 1 * u 2 - a 2 * u 1 = 0 := by
    have h := congrFun hz 0
    simp [generator, Matrix.mulVec, dotProduct, Fin.sum_univ_three] at h
    linarith
  have z1 : a 2 * u 0 - a 0 * u 2 = 0 := by
    have h := congrFun hz 1
    simp [generator, Matrix.mulVec, dotProduct, Fin.sum_univ_three] at h
    linarith
  have z2 : a 0 * u 1 - a 1 * u 0 = 0 := by
    have h := congrFun hz 2
    simp [generator, Matrix.mulVec, dotProduct, Fin.sum_univ_three] at h
    linarith
  obtain ⟨k, hk⟩ : ∃ k : ℝ, a = k • u := by
    refine ⟨a 0 * u 0 + a 1 * u 1 + a 2 * u 2, ?_⟩
    have h0 : a 0 = (a 0 * u 0 + a 1 * u 1 + a 2 * u 2) * u 0 := by
      linear_combination -a 0 * hu + u 1 * z2 - u 2 * z1
    have h1 : a 1 = (a 0 * u 0 + a 1 * u 1 + a 2 * u 2) * u 1 := by
      linear_combination -a 1 * hu - u 0 * z2 + u 2 * z0
    have h2 : a 2 = (a 0 * u 0 + a 1 * u 1 + a 2 * u 2) * u 2 := by
      linear_combination -a 2 * hu + u 0 * z1 - u 1 * z0
    ext i
    fin_cases i
    exacts [h0, h1, h2]
  rw [hk, generator_smul] at ha
  have hRf : R = 1 + (k / 2) • generator u +
      (1 - (t - 1) / 2) • (generator u * generator u) := by
    linear_combination (norm := module) (1 / 2 : ℝ) • (hsum + ha)
  have hTf : Rᵀ = 1 - (k / 2) • generator u +
      (1 - (t - 1) / 2) • (generator u * generator u) := by
    linear_combination (norm := module) (1 / 2 : ℝ) • (hsum - ha)
  refine ⟨(t - 1) / 2, k / 2, ?_, hRf⟩
  -- orthogonality puts the two coefficients on the unit circle
  have h := hR
  rw [hTf, hRf, quadratic_product u hu] at h
  have htr : (generator u * generator u).trace = -2 * (u 0 ^ 2 + u 1 ^ 2 + u 2 ^ 2) := by
    simp [Matrix.trace_fin_three, generator]
    ring
  have h' := congrArg Matrix.trace h
  rw [Matrix.trace_add, Matrix.trace_smul, htr, hu, smul_eq_mul] at h'
  linear_combination (1 / 2 : ℝ) * h'

/-- Every proper rotation of three real orbitals is the exponential of an antisymmetric
generator whose rotation vector has length at most `π`. -/
theorem exists_bounded_generator (R : Matrix (Fin 3) (Fin 3) ℝ)
    (hR : Rᵀ * R = 1) (hdet : R.det = 1) :
    ∃ v : Fin 3 → ℝ, rotationLength v ≤ Real.pi ∧ NormedSpace.exp (generator v) = R := by
  -- `R - 1` is singular, which gives a rotation axis
  have hsing : (R - 1).det = 0 := by
    have h : (R - 1)ᵀ * R = -(R - 1) := by
      rw [Matrix.transpose_sub, Matrix.transpose_one, sub_mul, hR, one_mul, neg_sub]
    have h' := congrArg Matrix.det h
    rw [Matrix.det_mul, Matrix.det_transpose, hdet, Matrix.det_neg, Fintype.card_fin] at h'
    linarith
  obtain ⟨w, hw0, hw⟩ := Matrix.exists_mulVec_eq_zero_iff.2 hsing
  rw [Matrix.sub_mulVec, Matrix.one_mulVec, sub_eq_zero] at hw
  obtain ⟨u, hu, hwu⟩ := exists_unit_axis w
  generalize rotationLength w = L at hwu
  subst hwu
  have hL : L ≠ 0 := by
    rintro rfl
    exact hw0 (zero_smul ℝ u)
  rw [Matrix.mulVec_smul] at hw
  have hRu : R *ᵥ u = u := smul_right_injective _ hL hw
  obtain ⟨c, s, hcs, hform⟩ := axis_angle_form R hR hdet u hu hRu
  -- an angle between `-π` and `π` with the given cosine and sine
  obtain ⟨θ, hθ, hcos, hsin⟩ :
      ∃ θ : ℝ, |θ| ≤ Real.pi ∧ Real.cos θ = c ∧ Real.sin θ = s := by
    have hc1 : -1 ≤ c := by nlinarith [sq_nonneg s]
    have hc2 : c ≤ 1 := by nlinarith [sq_nonneg s]
    have habs : |Real.arccos c| ≤ Real.pi := by
      rw [abs_of_nonneg (Real.arccos_nonneg c)]
      exact Real.arccos_le_pi c
    rcases le_total 0 s with hs | hs
    · refine ⟨Real.arccos c, habs, Real.cos_arccos hc1 hc2, ?_⟩
      rw [Real.sin_arccos, show 1 - c ^ 2 = s ^ 2 by linarith, Real.sqrt_sq hs]
    · refine ⟨-Real.arccos c, by rwa [abs_neg], ?_, ?_⟩
      · rw [Real.cos_neg, Real.cos_arccos hc1 hc2]
      · rw [Real.sin_neg, Real.sin_arccos, show 1 - c ^ 2 = (-s) ^ 2 by linarith [neg_sq s],
          Real.sqrt_sq (by linarith), neg_neg]
  refine ⟨θ • u, ?_, ?_⟩
  · have h : (θ • u) 0 ^ 2 + (θ • u) 1 ^ 2 + (θ • u) 2 ^ 2 = θ ^ 2 := by
      simp only [Pi.smul_apply, smul_eq_mul]
      linear_combination θ ^ 2 * hu
    rw [rotationLength, h, Real.sqrt_sq_eq_abs]
    exact hθ
  · rw [generator_smul, rodrigues u hu, hcos, hsin]
    exact hform.symm

/-- Any rotation vector that generates the simultaneous sign flip of the first two orbitals
has length at least `π`. -/
theorem pi_le_length_of_half_turn (v : Fin 3 → ℝ)
    (h : NormedSpace.exp (generator v) = Matrix.diagonal ![-1, -1, 1]) :
    Real.pi ≤ rotationLength v := by
  have hcos : Real.cos (rotationLength v) = -1 := by
    have ht := trace_exp_generator v
    rw [h, Matrix.trace_fin_three] at ht
    simp at ht
    linarith
  by_contra hlt
  have h' := Real.cos_lt_cos_of_nonneg_of_le_pi (Real.sqrt_nonneg _) le_rfl (not_le.1 hlt)
  rw [Real.cos_pi] at h'
  exact absurd hcos (ne_of_gt h')

end

end BoundedOrbitalRotation
```

```lean
#print axioms BoundedOrbitalRotation.exists_bounded_generator
#print axioms BoundedOrbitalRotation.pi_le_length_of_half_turn
```

```
'BoundedOrbitalRotation.exists_bounded_generator' depends on axioms: [propext, Classical.choice, Quot.sound]
'BoundedOrbitalRotation.pi_le_length_of_half_turn' depends on axioms: [propext, Classical.choice, Quot.sound]
```

## How the file follows the derivation

`generator_cube` and `quadratic_product` supply the algebra of $K$. In `rodrigues`, `generalize` replaces the explicit generator by a matrix about which only the needed relations are known, and `is_const_of_deriv_eq_zero` turns the zero derivative into constancy. The matrix norm chosen there serves only the differentiation.

`exists_unit_axis` normalises a vector, choosing an arbitrary axis for the zero vector. `axis_angle_form` checks the two cross-product identities entry by entry with `fin_cases` and `ring`; its equations `e1`, `e2` and `e3` combine into the symmetric part `hsum`. The main theorem then finds the axis from the singular matrix $R-1$ and selects the angle by the sign of `s`. `trace_exp_generator` provides the trace for the lower bound.

## In an orbital optimiser

An SCF code that updates orbital coefficients by $C\leftarrow C\,e^{K}$ can take the independent entries of $K$ as parameters. For three real orthonormal orbitals, restricting them to $|v|\le\pi$ excludes no proper rotation, though this says nothing about convergence. That $\pi$ cannot be lowered is a statement about rotation matrices. It does not show that a single Slater determinant needs this radius: the half-turn used in the proof only reverses the signs of two orbitals, which changes a determinant built from the three orbitals by at most a sign. In a superposition of such determinants with fixed coefficients, the same half-turn can change relative signs and hence the state. For $v\ne0$ the exponential can be evaluated as

$$e^{K(v)}=1+\frac{\sin|v|}{|v|}K(v)+\frac{1-\cos|v|}{|v|^2}K(v)^2,$$

with series expansions of the coefficients near $|v|=0$.

Both hypotheses matter. The reflection $\operatorname{diag}(1,1,-1)$ is orthogonal, but $\det e^K=e^{\operatorname{tr}K}=1$ for antisymmetric $K$, so it is never reached. The matrix $\operatorname{diag}(2,\tfrac12,1)$ has determinant 1 but is not orthogonal, whereas $e^K$ always is.
